# Dropping states from a finite k·p basis never lowers the lowest band

Removing basis states from a k·p calculation leaves the lowest energy at each wavevector \(k\) unchanged or raises it, provided that the model is Hermitian and finite-dimensional and the remaining matrix elements are kept. In atomic units, let

\[ H(k)=H_0+kP+\tfrac{k^2}{2}, \]

where \(k\) is measured from the expansion point along a chosen direction, \(H_0\) is the Hamiltonian at that point and \(P\) the momentum component along that direction. Let \(u\neq0\) be a ground state of \(H_0\) with energy \(e_0\) and \(\langle u,Pu\rangle=0\). For subspaces \(S\subseteq T\) with \(u\in S\), the lowest eigenvalues \(E_S(k)\), \(E_T(k)\) of the compressed Hamiltonians satisfy

\[ E_T(k)\le E_S(k)\le e_0+\tfrac{k^2}{2},\qquad E_T(0)=E_S(0)=e_0. \]

The condition on \(P\) says that \(u\) carries no mean momentum. Inversion symmetry ensures this when \(u\) has definite parity.

## Basis convergence and the effective mass

A k·p code that enlarges its basis at fixed matrix elements should see the lowest eigenvalue fall or stay put at every \(k\), up to rounding. A rise suggests a non-Hermitian matrix or elements that changed between runs.

The inverse effective mass, in units of the inverse free-electron mass, is the limit \(a\) of \(2(E(k)-e_0)/k^2\) as \(k\to0\). If both limits exist, \(a_T\le a_S\le1\). When \(a_T>0\), the mass from the smaller basis is therefore lighter than or equal to the mass from the larger one.

## From a trial state to the band bound

Fix \(k\) and write \(A=H(k)\). The real function \(\langle x,Ax\rangle\) is continuous on the compact unit sphere of \(S\), so it has a minimum \(E\), attained at some \(x\). Scaling gives \(\langle y,Ay\rangle\ge E\|y\|^2\) for all \(y\in S\).

For \(y\in S\) and real \(t\), insert \(x+ty\):

\[ 0\le t^2\langle y,(A-E)y\rangle+2t\,\mathrm{Re}\langle y,(A-E)x\rangle . \]

The constant term vanishes because \(x\) attains the minimum. A quadratic that is nonnegative for all \(t\) and has no constant term has no linear term either, so the real part is zero. Replacing \(y\) by \(iy\) removes the imaginary part. Hence \(\langle y,Ax\rangle=E\langle y,x\rangle\) for all \(y\in S\), which is the projected eigenvalue equation.

If \(z\in S\) is a nonzero solution with eigenvalue \(E'\), then \(E'\|z\|^2=\langle z,Az\rangle\ge E\|z\|^2\). So \(E=E_S(k)\) is the lowest eigenvalue.

The minimiser \(x\) also lies in \(T\), so \(E_T\|x\|^2\le\langle x,Ax\rangle=E_S\|x\|^2\), and \(E_T\le E_S\). The trial state \(u\) gives

\[ E_S(k)\le\frac{\langle u,H(k)u\rangle}{\|u\|^2}=e_0+\frac{k^2}{2}. \]

At \(k=0\) this reads \(E_S(0)\le e_0\). Enlarging \(S\) to the full space cannot raise the energy, and there the lowest eigenvalue is at least \(e_0\), so \(E_S(0)=e_0\). The same holds for \(T\).

The free-electron bound is strict if \(k\ne0\) and \(S\) contains \(v\) with \(\langle v,Pu\rangle\ne0\). With equality, \(u\) would be a minimiser and would solve the projected equation. Testing that equation with \(v\) leaves \(k\langle v,Pu\rangle=0\), a contradiction.

For the masses, subtract \(e_0\), multiply by \(2/k^2\) and take the limits.

## Subspaces, levels and lemmas in Lean

`V` is the full state space, `IsSymmetric` expresses Hermiticity, and `inner ℂ` is conjugate-linear in its first argument. `S` and `T` are arbitrary subspaces; spans of \(H_0\) eigenvectors are a special case. `IsLevel` is the projected eigenvalue equation with a nonzero solution in `S`. `bandBottom` is the infimum of the levels at one fixed \(k\), not the minimum of a band over \(k\). The vector `u` need not be normalised, hence the factors `‖u‖ ^ 2`.

`stationary_of_minimum` is the quadratic variation: `discrim_le_zero` removes the linear term, and `Complex.I • y` supplies the imaginary part. `bandBottom_spec` contains the compactness argument and shows that the infimum is attained. `bandBottom_anti` compares the subspaces, and `energy_of_eigenstate` evaluates the trial energy. `band_truncation` combines them, using `hground` only for the equalities at \(k=0\). `bandBottom_lt_free` gives strictness, and `inverseMass_le` passes the inequalities to the limits. `band_truncation_witness` checks the operator and state hypotheses on a two-band model.

```lean
import Mathlib

open Filter
open scoped Topology

namespace KPBandTruncation

noncomputable section

variable {V : Type*} [NormedAddCommGroup V] [InnerProductSpace ℂ V]

/-- The k.p Hamiltonian `H₀ + k P + k²/2` in atomic units. -/
def kpHamiltonian (H₀ P : V →ₗ[ℂ] V) (k : ℝ) : V →ₗ[ℂ] V :=
  H₀ + (k : ℂ) • P + ((k ^ 2 / 2 : ℝ) : ℂ) • LinearMap.id

/-- `E` is a level of `A` truncated to `S`: some nonzero state of `S` solves the eigenvalue
equation of `A` projected on `S`. -/
def IsLevel (A : V →ₗ[ℂ] V) (S : Submodule ℂ V) (E : ℝ) : Prop :=
  ∃ x ∈ S, x ≠ 0 ∧ ∀ y ∈ S, inner ℂ y (A x) = (E : ℂ) * inner ℂ y x

/-- The band bottom: the infimum of the levels of `A` truncated to `S`, meant for symmetric `A`
and a nonzero finite-dimensional `S`. -/
def bandBottom (A : V →ₗ[ℂ] V) (S : Submodule ℂ V) : ℝ := sInf {E | IsLevel A S E}

/-- The squared norm is the inner product of a state with itself. -/
private lemma norm_sq_eq (x : V) : ‖x‖ ^ 2 = (inner ℂ x x).re :=
  (inner_self_eq_norm_sq (𝕜 := ℂ) x).symm

/-- If `E` bounds the energy of a symmetric `A` from below on `S`, a state of `S` that attains
the bound solves the projected eigenvalue equation. -/
theorem stationary_of_minimum {A : V →ₗ[ℂ] V} (hA : A.IsSymmetric) {S : Submodule ℂ V} {E : ℝ}
    (hmin : ∀ y ∈ S, E * ‖y‖ ^ 2 ≤ (inner ℂ y (A y)).re) {x : V} (hx : x ∈ S)
    (hE : (inner ℂ x (A x)).re = E * ‖x‖ ^ 2) :
    ∀ y ∈ S, inner ℂ y (A x) = (E : ℂ) * inner ℂ y x := by
  have key : ∀ y ∈ S, (inner ℂ y (A x)).re - E * (inner ℂ y x).re = 0 := by
    intro y hy
    have s1 : (inner ℂ x (A y)).re = (inner ℂ y (A x)).re := by
      rw [← hA x y, ← inner_conj_symm (A x) y, Complex.conj_re]
    have s2 : (inner ℂ x y).re = (inner ℂ y x).re := by
      rw [← inner_conj_symm x y, Complex.conj_re]
    -- along x + t y, the energy minus E times the squared norm is a nonnegative quadratic
    -- in t without constant term
    have q : ∀ t : ℝ, 0 ≤ ((inner ℂ y (A y)).re - E * (inner ℂ y y).re) * (t * t)
        + (2 * ((inner ℂ y (A x)).re - E * (inner ℂ y x).re)) * t + 0 := by
      intro t
      have h := hmin (x + (t : ℂ) • y) (S.add_mem hx (S.smul_mem _ hy))
      rw [norm_sq_eq] at h hE
      simp only [map_add, map_smul, inner_add_left, inner_add_right, inner_smul_left,
        inner_smul_right, Complex.conj_ofReal, Complex.add_re, Complex.re_ofReal_mul] at h
      rw [s1, s2, hE] at h
      linarith
    have d := discrim_le_zero q
    unfold discrim at d
    have hsq : ((inner ℂ y (A x)).re - E * (inner ℂ y x).re) ^ 2 = 0 :=
      le_antisymm (by linarith) (sq_nonneg _)
    exact (pow_eq_zero_iff two_ne_zero).1 hsq
  intro y hy
  have h1 := key y hy
  -- the variation along i y gives the imaginary part
  have h2 := key (Complex.I • y) (S.smul_mem _ hy)
  simp only [inner_smul_left, Complex.conj_I, neg_mul, Complex.neg_re, Complex.I_mul_re,
    neg_neg] at h2
  apply Complex.ext
  · rw [Complex.re_ofReal_mul]; linarith
  · rw [Complex.im_ofReal_mul]; linarith

/-- For symmetric k.p operators `H₀` and `P`, the Hamiltonian is symmetric at every real `k`. -/
theorem kpHamiltonian_isSymmetric {H₀ P : V →ₗ[ℂ] V} (hH : H₀.IsSymmetric)
    (hP : P.IsSymmetric) (k : ℝ) : (kpHamiltonian H₀ P k).IsSymmetric := by
  intro x y
  simp only [kpHamiltonian, LinearMap.add_apply, LinearMap.smul_apply, LinearMap.id_apply,
    inner_add_left, inner_add_right, inner_smul_left, inner_smul_right, Complex.conj_ofReal]
  rw [hH x y, hP x y]

/-- An eigenstate `u` of `H₀` with zero mean momentum has the free-electron energy
`e₀ + k²/2` as its expectation value. -/
theorem energy_of_eigenstate {H₀ P : V →ₗ[ℂ] V} {u : V} {e₀ : ℝ} (hu : H₀ u = (e₀ : ℂ) • u)
    (hPu : inner ℂ u (P u) = 0) (k : ℝ) :
    (inner ℂ u (kpHamiltonian H₀ P k u)).re = (e₀ + k ^ 2 / 2) * ‖u‖ ^ 2 := by
  simp only [kpHamiltonian, LinearMap.add_apply, LinearMap.smul_apply, LinearMap.id_apply, hu,
    inner_add_right, inner_smul_right, hPu, mul_zero, add_zero]
  rw [Complex.add_re, Complex.re_ofReal_mul, Complex.re_ofReal_mul, norm_sq_eq]
  ring

variable [FiniteDimensional ℂ V]

/-- Let `V` be finite-dimensional. For symmetric `A` and a subspace `S` with a nonzero state, the
band bottom is the least level, and it bounds the energy of every state of `S` from below. -/
theorem bandBottom_spec {A : V →ₗ[ℂ] V} (hA : A.IsSymmetric) {S : Submodule ℂ V} {u : V}
    (huS : u ∈ S) (hu0 : u ≠ 0) :
    IsLeast {E | IsLevel A S E} (bandBottom A S) ∧
      ∀ x ∈ S, bandBottom A S * ‖x‖ ^ 2 ≤ (inner ℂ x (A x)).re := by
  have : ProperSpace V := FiniteDimensional.proper ℂ V
  have hunit : ∀ y : V, y ≠ 0 → ‖((‖y‖⁻¹ : ℝ) : ℂ) • y‖ = 1 := fun y hy => by
    rw [norm_smul, Complex.norm_real, norm_inv, norm_norm,
      inv_mul_cancel₀ (norm_ne_zero_iff.2 hy)]
  have hK : IsCompact (Metric.sphere (0 : V) 1 ∩ (S : Set V)) :=
    (isCompact_sphere (0 : V) 1).inter_right S.closed_of_finiteDimensional
  have hc : Continuous fun x : V => (inner ℂ x (A x)).re :=
    Complex.continuous_re.comp ((continuous_inner (𝕜 := ℂ) (E := V)).comp
      (continuous_id.prodMk A.continuous_of_finiteDimensional))
  -- a unit state of least energy exists by compactness
  obtain ⟨x, ⟨hx1, hxS⟩, hxm⟩ := hK.exists_isMinOn
    ⟨_, mem_sphere_zero_iff_norm.2 (hunit u hu0), S.smul_mem _ huS⟩ hc.continuousOn
  have hx1' : ‖x‖ = 1 := mem_sphere_zero_iff_norm.1 hx1
  have hb : ∀ y ∈ S, (inner ℂ x (A x)).re * ‖y‖ ^ 2 ≤ (inner ℂ y (A y)).re := by
    intro y hy
    by_cases hy0 : y = 0
    · simp [hy0]
    have h : (inner ℂ x (A x)).re ≤ _ :=
      hxm ⟨mem_sphere_zero_iff_norm.2 (hunit y hy0), S.smul_mem _ hy⟩
    simp only [map_smul, inner_smul_left, inner_smul_right, Complex.conj_ofReal,
      Complex.re_ofReal_mul] at h
    have hn : ‖y‖ ≠ 0 := norm_ne_zero_iff.2 hy0
    calc (inner ℂ x (A x)).re * ‖y‖ ^ 2
        ≤ (‖y‖⁻¹ * (‖y‖⁻¹ * (inner ℂ y (A y)).re)) * ‖y‖ ^ 2 :=
          mul_le_mul_of_nonneg_right h (sq_nonneg _)
      _ = (inner ℂ y (A y)).re := by field_simp
  have hl : IsLeast {E | IsLevel A S E} (inner ℂ x (A x)).re := by
    refine ⟨⟨x, hxS, fun h => by simp [h] at hx1',
      stationary_of_minimum hA hb hxS (by rw [hx1']; ring)⟩, ?_⟩
    rintro E ⟨z, hz, hz0, hzE⟩
    have h := hb z hz
    rw [hzE z hz, Complex.re_ofReal_mul, ← norm_sq_eq] at h
    exact le_of_mul_le_mul_right h (pow_pos (norm_pos_iff.2 hz0) 2)
  have he : bandBottom A S = (inner ℂ x (A x)).re := hl.csInf_eq
  rw [he]
  exact ⟨hl, hb⟩

/-- Enlarging a subspace that has a nonzero state never raises the band bottom of a symmetric
operator on a finite-dimensional space. -/
theorem bandBottom_anti {A : V →ₗ[ℂ] V} (hA : A.IsSymmetric) {S T : Submodule ℂ V}
    (hST : S ≤ T) {u : V} (huS : u ∈ S) (hu0 : u ≠ 0) : bandBottom A T ≤ bandBottom A S := by
  obtain ⟨x, hx, hx0, hxE⟩ := (bandBottom_spec hA huS hu0).1.1
  have h := (bandBottom_spec hA (hST huS) hu0).2 x (hST hx)
  rw [hxE x hx, Complex.re_ofReal_mul, ← norm_sq_eq] at h
  exact le_of_mul_le_mul_right h (pow_pos (norm_pos_iff.2 hx0) 2)

/-- Let `u` be a ground state of `H₀` with energy `e₀` and zero mean momentum, and `S ≤ T` subspaces
of a finite-dimensional `V` with `u` in `S`. For symmetric `H₀` and `P` the band bottoms obey
`E_T(k) ≤ E_S(k) ≤ e₀ + k²/2`, and both equal `e₀` at `k = 0`. -/
theorem band_truncation {H₀ P : V →ₗ[ℂ] V} (hH : H₀.IsSymmetric) (hP : P.IsSymmetric)
    {u : V} {e₀ : ℝ} (hu0 : u ≠ 0) (hu : H₀ u = (e₀ : ℂ) • u)
    (hground : ∀ (E : ℝ) (x : V), x ≠ 0 → H₀ x = (E : ℂ) • x → e₀ ≤ E)
    (hPu : inner ℂ u (P u) = 0) {S T : Submodule ℂ V} (hST : S ≤ T) (huS : u ∈ S) :
    (∀ k : ℝ, bandBottom (kpHamiltonian H₀ P k) T ≤ bandBottom (kpHamiltonian H₀ P k) S ∧
      bandBottom (kpHamiltonian H₀ P k) S ≤ e₀ + k ^ 2 / 2) ∧
    bandBottom (kpHamiltonian H₀ P 0) T = e₀ ∧ bandBottom (kpHamiltonian H₀ P 0) S = e₀ := by
  have hs := kpHamiltonian_isSymmetric hH hP
  -- u is a trial state in every subspace that contains it
  have hup : ∀ (R : Submodule ℂ V), u ∈ R → ∀ k : ℝ,
      bandBottom (kpHamiltonian H₀ P k) R ≤ e₀ + k ^ 2 / 2 := by
    intro R hR k
    have h := (bandBottom_spec (hs k) hR hu0).2 u hR
    rw [energy_of_eigenstate hu hPu k] at h
    exact le_of_mul_le_mul_right h (pow_pos (norm_pos_iff.2 hu0) 2)
  have hzero : kpHamiltonian H₀ P 0 = H₀ := by
    ext x
    simp [kpHamiltonian]
  -- at k = 0 no subspace reaches below the ground energy of the full space
  have heq : ∀ (R : Submodule ℂ V), u ∈ R → bandBottom (kpHamiltonian H₀ P 0) R = e₀ := by
    intro R hR
    apply le_antisymm
    · have h := hup R hR 0
      norm_num at h
      exact h
    · rw [hzero]
      refine le_trans ?_ (bandBottom_anti hH (le_top : R ≤ ⊤) hR hu0)
      obtain ⟨x, _, hx0, hxE⟩ :=
        (bandBottom_spec hH (Submodule.mem_top : u ∈ (⊤ : Submodule ℂ V)) hu0).1.1
      refine hground _ x hx0 (ext_inner_left ℂ fun y => ?_)
      rw [inner_smul_right]
      exact hxE y Submodule.mem_top
  exact ⟨fun k => ⟨bandBottom_anti (hs k) hST huS hu0, hup S huS k⟩,
    heq T (hST huS), heq S huS⟩

/-- Let `V` be finite-dimensional. If `S` contains an eigenstate `u` of `H₀` with zero mean momentum
and a state `v` coupled to `u` by `P`, then for `k ≠ 0` and symmetric `H₀`, `P` the band bottom lies
strictly below `e₀ + k²/2`. -/
theorem bandBottom_lt_free {H₀ P : V →ₗ[ℂ] V} (hH : H₀.IsSymmetric) (hP : P.IsSymmetric)
    {u v : V} {e₀ : ℝ} (hu : H₀ u = (e₀ : ℂ) • u) (hPu : inner ℂ u (P u) = 0)
    {S : Submodule ℂ V} (huS : u ∈ S) (hvS : v ∈ S) (hv : inner ℂ v (P u) ≠ 0)
    {k : ℝ} (hk : k ≠ 0) : bandBottom (kpHamiltonian H₀ P k) S < e₀ + k ^ 2 / 2 := by
  have hu0 : u ≠ 0 := fun h => hv (by simp [h])
  have hs := kpHamiltonian_isSymmetric hH hP k
  have hb := (bandBottom_spec hs huS hu0).2
  have he := energy_of_eigenstate hu hPu k
  have hle := hb u huS
  rw [he] at hle
  refine lt_of_le_of_ne (le_of_mul_le_mul_right hle (pow_pos (norm_pos_iff.2 hu0) 2)) ?_
  intro heq
  rw [heq] at hb
  -- equality would make u an eigenstate of the truncated problem, hence uncoupled from v
  have h := stationary_of_minimum hs hb huS he v hvS
  simp only [kpHamiltonian, LinearMap.add_apply, LinearMap.smul_apply, LinearMap.id_apply, hu,
    inner_add_right, inner_smul_right] at h
  push_cast at h
  have h0 : (k : ℂ) * inner ℂ v (P u) = 0 := by linear_combination h
  exact (mul_ne_zero (Complex.ofReal_ne_zero.2 hk) hv) h0

/-- Let `u` in `S ≤ T` be a nonzero eigenstate of `H₀` with zero mean momentum, for symmetric `H₀`
and `P` on a finite-dimensional space. If the inverse masses `a_S`, `a_T` exist as limits of
`2 (E(k) - e₀) / k²` at `k = 0`, then `a_T ≤ a_S ≤ 1`. -/
theorem inverseMass_le {H₀ P : V →ₗ[ℂ] V} (hH : H₀.IsSymmetric) (hP : P.IsSymmetric)
    {u : V} {e₀ : ℝ} (hu0 : u ≠ 0) (hu : H₀ u = (e₀ : ℂ) • u) (hPu : inner ℂ u (P u) = 0)
    {S T : Submodule ℂ V} (hST : S ≤ T) (huS : u ∈ S) {aS aT : ℝ}
    (hS : Tendsto (fun k : ℝ => 2 * (bandBottom (kpHamiltonian H₀ P k) S - e₀) / k ^ 2)
      (𝓝[≠] 0) (𝓝 aS))
    (hT : Tendsto (fun k : ℝ => 2 * (bandBottom (kpHamiltonian H₀ P k) T - e₀) / k ^ 2)
      (𝓝[≠] 0) (𝓝 aT)) : aT ≤ aS ∧ aS ≤ 1 := by
  have hs := kpHamiltonian_isSymmetric hH hP
  constructor
  · refine le_of_tendsto_of_tendsto' hT hS fun k => ?_
    have h := bandBottom_anti (hs k) hST huS hu0
    exact div_le_div_of_nonneg_right (by linarith) (sq_nonneg k)
  · refine le_of_tendsto hS (eventually_mem_nhdsWithin.mono fun k hk => ?_)
    have hk0 : k ≠ 0 := hk
    have h := (bandBottom_spec (hs k) huS hu0).2 u huS
    rw [energy_of_eigenstate hu hPu k] at h
    have h' := le_of_mul_le_mul_right h (pow_pos (norm_pos_iff.2 hu0) 2)
    rw [div_le_one (by positivity)]
    linarith

/-- The two-band model with energies 0 and 1 and momentum matrix element 1 meets the hypotheses
on `H₀`, `P` and `u`, with `e₀ = 0`, and its upper state is coupled to `u`. -/
theorem band_truncation_witness :
    let H₀ := Matrix.toEuclideanLin (!![0, 0; 0, 1] : Matrix (Fin 2) (Fin 2) ℂ)
    let P := Matrix.toEuclideanLin (!![0, 1; 1, 0] : Matrix (Fin 2) (Fin 2) ℂ)
    let u : EuclideanSpace ℂ (Fin 2) := !₂[1, 0]
    let v : EuclideanSpace ℂ (Fin 2) := !₂[0, 1]
    H₀.IsSymmetric ∧ P.IsSymmetric ∧ u ≠ 0 ∧ H₀ u = ((0 : ℝ) : ℂ) • u ∧
      (∀ (E : ℝ) (x : EuclideanSpace ℂ (Fin 2)), x ≠ 0 → H₀ x = (E : ℂ) • x → 0 ≤ E) ∧
      inner ℂ u (P u) = 0 ∧ inner ℂ v (P u) ≠ 0 := by
  intro H₀ P u v
  refine ⟨?_, ?_, ?_, ?_, ?_, ?_, ?_⟩
  · intro x y
    simp [H₀, PiLp.inner_apply, Matrix.toLpLin_apply, dotProduct,
      Fin.sum_univ_two]
  · intro x y
    simp [P, PiLp.inner_apply, Matrix.toLpLin_apply, dotProduct,
      Fin.sum_univ_two, add_comm]
  · intro h
    have h0 := congrArg (fun z : EuclideanSpace ℂ (Fin 2) => z.ofLp 0) h
    simp [u] at h0
  · ext i
    fin_cases i <;> simp [H₀, u, Matrix.toLpLin_apply]
  · intro E x hx h
    by_contra hE
    have hE0 : (E : ℂ) ≠ 0 := Complex.ofReal_ne_zero.2 (fun h => hE h.ge)
    have hE1 : (E : ℂ) - 1 ≠ 0 := by
      intro h1
      have h2 : E = 1 := by exact_mod_cast sub_eq_zero.1 h1
      exact hE (by rw [h2]; norm_num)
    have h0 : (0 : ℂ) = E * x.ofLp 0 := by
      have := congrArg (fun z : EuclideanSpace ℂ (Fin 2) => z.ofLp 0) h
      simpa [H₀, Matrix.toLpLin_apply, Matrix.mulVec, dotProduct, Fin.sum_univ_two] using this
    have h1 : x.ofLp 1 = E * x.ofLp 1 := by
      have := congrArg (fun z : EuclideanSpace ℂ (Fin 2) => z.ofLp 1) h
      simpa [H₀, Matrix.toLpLin_apply, Matrix.mulVec, dotProduct, Fin.sum_univ_two] using this
    have x0 : x.ofLp 0 = 0 := (mul_eq_zero.1 h0.symm).resolve_left hE0
    have x1 : x.ofLp 1 = 0 :=
      (mul_eq_zero.1 (by linear_combination -h1 : ((E : ℂ) - 1) * x.ofLp 1 = 0)).resolve_left hE1
    apply hx
    ext i
    fin_cases i
    · exact x0
    · exact x1
  · simp [P, u, PiLp.inner_apply, Matrix.toLpLin_apply, Fin.sum_univ_two]
  · simp [P, u, v, PiLp.inner_apply, Matrix.toLpLin_apply, Matrix.mulVec, dotProduct,
      Fin.sum_univ_two]

end

end KPBandTruncation
```

```lean
#print axioms KPBandTruncation.bandBottom_anti
-- 'KPBandTruncation.bandBottom_anti' depends on axioms: [propext, Classical.choice, Quot.sound]
#print axioms KPBandTruncation.band_truncation
-- 'KPBandTruncation.band_truncation' depends on axioms: [propext, Classical.choice, Quot.sound]
#print axioms KPBandTruncation.bandBottom_lt_free
-- 'KPBandTruncation.bandBottom_lt_free' depends on axioms: [propext, Classical.choice, Quot.sound]
#print axioms KPBandTruncation.inverseMass_le
-- 'KPBandTruncation.inverseMass_le' depends on axioms: [propext, Classical.choice, Quot.sound]
```

## Fixed matrix elements, the lowest band and a finite space

The guarantee concerns exact lowest eigenvalues with the same \(H_0\) and \(P\) in both subspaces. It says nothing about parameters refitted after truncation, or remote bands folded into effective matrix elements. Nor does it order the masses of higher bands, such as a conduction band above retained valence bands.

The existence of the mass limits is assumed. It can fail when a degenerate ground level splits linearly in \(k\). The limit may also be negative: for the two-band model with levels 0 and 1 and momentum matrix element 1, expanding the lower eigenvalue gives \(a=-1\), so \(k=0\) is then a local maximum of the lowest band.

The step left to the user is from the finite-dimensional `V` to the crystal's infinite-dimensional Bloch problem, with its unbounded operators. The theorems compare truncations within a finite reference basis and give no estimate of the remaining error.
